# A harmonic oscillator under a continuous linear drive has solutions that stay coherent

The state of the oscillator is represented by its list of number-basis amplitudes, a function `c : ℕ → ℂ`, and the Schrödinger equation is imposed on each entry of that list separately. The Hamiltonian is then an explicit formula for each entry, and no operator domain has to be specified.

```lean
import Mathlib

open Complex (I)

namespace ForcedOscillatorCoherent

noncomputable section

/-- Number-basis amplitudes of the coherent state with complex amplitude `a` and phase `θ`. -/
def coherentAmp (θ : ℝ) (a : ℂ) (n : ℕ) : ℂ :=
  Complex.exp (I * (θ : ℂ) - ((‖a‖ ^ 2 / 2 : ℝ) : ℂ)) *
    (a ^ n / ((√(n.factorial : ℝ) : ℝ) : ℂ))

/-- The raising operator acting on number-basis amplitudes. -/
def raiseOp (c : ℕ → ℂ) : ℕ → ℂ
  | 0 => 0
  | n + 1 => ((√((n : ℝ) + 1) : ℝ) : ℂ) * c n

/-- The lowering operator acting on number-basis amplitudes. -/
def lowerOp (c : ℕ → ℂ) (n : ℕ) : ℂ := ((√((n : ℝ) + 1) : ℝ) : ℂ) * c (n + 1)

/-- The Hamiltonian of an oscillator of frequency `w` with linear drive `f`, acting on number-basis
amplitudes (units with ħ = 1, zero-point energy dropped). -/
def drivenH (w f : ℝ) (c : ℕ → ℂ) (n : ℕ) : ℂ :=
  (n : ℂ) * w * c n + f * (raiseOp c n + lowerOp c n)

/-- The square root of a factorial splits off its last factor. -/
private lemma sqrt_factorial_succ (n : ℕ) :
    ((√((n + 1).factorial : ℝ) : ℝ) : ℂ) =
      ((√((n : ℝ) + 1) : ℝ) : ℂ) * ((√(n.factorial : ℝ) : ℝ) : ℂ) := by
  rw [← Complex.ofReal_mul, ← Real.sqrt_mul (by positivity), Nat.factorial_succ]
  push_cast
  rfl

private lemma sqrt_succ_ne (n : ℕ) : ((√((n : ℝ) + 1) : ℝ) : ℂ) ≠ 0 :=
  Complex.ofReal_ne_zero.2 (Real.sqrt_pos.2 (by positivity)).ne'

private lemma sqrt_factorial_ne (n : ℕ) : ((√(n.factorial : ℝ) : ℝ) : ℂ) ≠ 0 :=
  Complex.ofReal_ne_zero.2
    (Real.sqrt_pos.2 (Nat.cast_pos.2 (Nat.factorial_pos n))).ne'

/-- Lowering a coherent state multiplies each of its number-basis amplitudes by `a`. -/
theorem lowerOp_coherent (θ : ℝ) (a : ℂ) (n : ℕ) :
    lowerOp (coherentAmp θ a) n = a * coherentAmp θ a n := by
  have key : ∀ E s r : ℂ, s ≠ 0 → r ≠ 0 →
      s * (E * (a ^ (n + 1) / (s * r))) = a * (E * (a ^ n / r)) := by
    intro E s r hs hr
    rw [pow_succ]
    field_simp
  rw [lowerOp, coherentAmp, coherentAmp, sqrt_factorial_succ]
  exact key _ _ _ (sqrt_succ_ne n) (sqrt_factorial_ne n)

private lemma raiseOp_coherent (θ : ℝ) (a : ℂ) (n : ℕ) :
    raiseOp (coherentAmp θ a) n =
      Complex.exp (I * (θ : ℂ) - ((‖a‖ ^ 2 / 2 : ℝ) : ℂ)) *
        ((n : ℂ) * a ^ (n - 1) / ((√(n.factorial : ℝ) : ℝ) : ℂ)) := by
  cases n with
  | zero => simp [raiseOp]
  | succ k =>
    have hs : ((k + 1 : ℕ) : ℂ) =
        ((√((k : ℝ) + 1) : ℝ) : ℂ) * ((√((k : ℝ) + 1) : ℝ) : ℂ) := by
      rw [← Complex.ofReal_mul, Real.mul_self_sqrt (by positivity)]
      push_cast
      rfl
    have key : ∀ E s r : ℂ, s ≠ 0 → r ≠ 0 →
        s * (E * (a ^ k / r)) = E * (s * s * a ^ k / (s * r)) := by
      intro E s r h1 h2
      field_simp
    rw [raiseOp, coherentAmp, sqrt_factorial_succ, hs, Nat.add_sub_cancel]
    exact key _ _ _ (sqrt_succ_ne k) (sqrt_factorial_ne k)

/-- On a coherent state the number operator acts as `a` times the raising operator. -/
theorem number_coherent (θ : ℝ) (a : ℂ) (n : ℕ) :
    (n : ℂ) * coherentAmp θ a n = a * raiseOp (coherentAmp θ a) n := by
  rw [raiseOp_coherent, coherentAmp]
  cases n with
  | zero => simp
  | succ k =>
    rw [Nat.add_sub_cancel, pow_succ]
    ring

/-- The time derivative of each number-basis entry of a coherent state whose amplitude and phase
move with rates `a'` and `θ'`. -/
theorem hasDerivAt_coherent {a : ℝ → ℂ} {θ : ℝ → ℝ} {a' : ℂ} {θ' t : ℝ}
    (ha : HasDerivAt a a' t) (hθ : HasDerivAt θ θ' t) (n : ℕ) :
    HasDerivAt (fun s => coherentAmp (θ s) (a s) n)
      ((I * (θ' : ℂ) - (((a t).re * a'.re + (a t).im * a'.im : ℝ) : ℂ)) *
        coherentAmp (θ t) (a t) n + a' * raiseOp (coherentAmp (θ t) (a t)) n) t := by
  have hr : HasDerivAt (fun s => (a s).re) a'.re t :=
    Complex.reCLM.hasFDerivAt.comp_hasDerivAt t ha
  have hi : HasDerivAt (fun s => (a s).im) a'.im t :=
    Complex.imCLM.hasFDerivAt.comp_hasDerivAt t ha
  -- the Gaussian normalisation changes with the length of the amplitude
  have hN : HasDerivAt (fun s => ‖a s‖ ^ 2 / 2)
      ((a t).re * a'.re + (a t).im * a'.im) t := by
    have hfun : (fun s => ‖a s‖ ^ 2 / 2) =
        fun s => ((a s).re * (a s).re + (a s).im * (a s).im) / 2 := by
      funext s
      rw [Complex.sq_norm, Complex.normSq_apply]
    rw [hfun]
    exact (((hr.fun_mul hr).fun_add (hi.fun_mul hi)).div_const 2).congr_deriv (by ring)
  have hE := ((hθ.ofReal_comp.const_mul I).fun_sub hN.ofReal_comp).cexp
  have h := hE.fun_mul ((ha.fun_pow n).div_const ((√(n.factorial : ℝ) : ℝ) : ℂ))
  refine h.congr_deriv ?_
  rw [raiseOp_coherent, coherentAmp]
  ring

/-- A moving coherent state satisfies the Schrödinger equation of the forced oscillator at
time `t`, in every number component, exactly when its amplitude obeys `a' = -i w a - i f`
and its phase obeys `θ' = -f Re a`. -/
theorem schrodinger_iff {a : ℝ → ℂ} {θ : ℝ → ℝ} {a' : ℂ} {θ' t : ℝ} (w f : ℝ)
    (ha : HasDerivAt a a' t) (hθ : HasDerivAt θ θ' t) :
    (∀ n, HasDerivAt (fun s => coherentAmp (θ s) (a s) n)
      (-I * drivenH w f (coherentAmp (θ t) (a t)) n) t) ↔
    a' = -I * w * a t - I * f ∧ θ' = -f * (a t).re := by
  have hH : ∀ n, drivenH w f (coherentAmp (θ t) (a t)) n =
      (n : ℂ) * w * coherentAmp (θ t) (a t) n +
        f * (raiseOp (coherentAmp (θ t) (a t)) n + a t * coherentAmp (θ t) (a t) n) := by
    intro n
    rw [drivenH, lowerOp_coherent]
  constructor
  · intro h
    have e0 := (hasDerivAt_coherent ha hθ 0).unique (h 0)
    have e1 := (hasDerivAt_coherent ha hθ 1).unique (h 1)
    rw [hH] at e0 e1
    have r0 : raiseOp (coherentAmp (θ t) (a t)) 0 = 0 := rfl
    have c0 : coherentAmp (θ t) (a t) 0 ≠ 0 := by
      simp [coherentAmp, Complex.exp_ne_zero]
    have r1 : raiseOp (coherentAmp (θ t) (a t)) 1 ≠ 0 := by
      have h1 : raiseOp (coherentAmp (θ t) (a t)) 1 =
        ((√(((0 : ℕ) : ℝ) + 1) : ℝ) : ℂ) * coherentAmp (θ t) (a t) 0 := rfl
      rw [h1]
      exact mul_ne_zero (sqrt_succ_ne 0) c0
    -- the vacuum component fixes the phase
    have hc : I * (θ' : ℂ) - (((a t).re * a'.re + (a t).im * a'.im : ℝ) : ℂ) =
        -I * f * a t := by
      apply mul_right_cancel₀ c0
      rw [r0, Nat.cast_zero] at e0
      linear_combination e0
    -- the one-quantum component fixes the amplitude
    have hz : a' - (-I * w * a t - I * f) = 0 := by
      apply (mul_eq_zero.1 _).resolve_right r1
      have hn := number_coherent (θ t) (a t) 1
      linear_combination e1 - coherentAmp (θ t) (a t) 1 * hc - I * w * hn
    refine ⟨sub_eq_zero.1 hz, ?_⟩
    have him := congrArg Complex.im hc
    simp at him
    linarith
  · rintro ⟨h1, h2⟩ n
    have hc : I * (θ' : ℂ) - (((a t).re * a'.re + (a t).im * a'.im : ℝ) : ℂ) =
        -I * f * a t := by
      rw [h1, h2]
      apply Complex.ext <;> simp
      ring
    refine (hasDerivAt_coherent ha hθ n).congr_deriv ?_
    rw [hH, hc, h1]
    linear_combination I * w * number_coherent (θ t) (a t) n

/-- The occupation probabilities of a coherent state sum to one. -/
theorem coherent_normalized (θ : ℝ) (a : ℂ) :
    HasSum (fun n => ‖coherentAmp θ a n‖ ^ 2) 1 := by
  have hs : HasSum (fun n : ℕ => (‖a‖ ^ 2) ^ n / (n.factorial : ℝ))
      (Real.exp (‖a‖ ^ 2)) := by
    rw [Real.exp_eq_exp_ℝ]
    exact NormedSpace.expSeries_div_hasSum_exp (‖a‖ ^ 2)
  have h := hs.mul_left (Real.exp (-‖a‖ ^ 2))
  rw [← Real.exp_add, neg_add_cancel, Real.exp_zero] at h
  refine h.congr_fun ?_
  intro n
  have hre : (I * (θ : ℂ) - ((‖a‖ ^ 2 / 2 : ℝ) : ℂ)).re = -(‖a‖ ^ 2 / 2) := by
    simp only [Complex.sub_re, Complex.mul_re, Complex.I_re, Complex.I_im,
      Complex.ofReal_re, Complex.ofReal_im]
    ring
  have hexp : Real.exp (-(‖a‖ ^ 2 / 2)) ^ 2 = Real.exp (-‖a‖ ^ 2) := by
    rw [sq, ← Real.exp_add]
    congr 1
    ring
  rw [coherentAmp, norm_mul, norm_div, norm_pow, Complex.norm_exp, hre, Complex.norm_real,
    Real.norm_of_nonneg (Real.sqrt_nonneg _), mul_pow, div_pow,
    Real.sq_sqrt (Nat.cast_nonneg _), hexp]
  ring

/-- The amplitude at time `t` of an oscillator started at `a₀` with linear drive `f`. -/
def drivenAlpha (w : ℝ) (f : ℝ → ℝ) (a₀ : ℂ) (t : ℝ) : ℂ :=
  Complex.exp (-I * w * t) * (a₀ - I * ∫ s in (0 : ℝ)..t, Complex.exp (I * w * s) * f s)

/-- The phase accumulated from `θ₀` along the driven amplitude. -/
def drivenPhase (w : ℝ) (f : ℝ → ℝ) (a₀ : ℂ) (θ₀ t : ℝ) : ℝ :=
  θ₀ + ∫ s in (0 : ℝ)..t, -f s * (drivenAlpha w f a₀ s).re

/-- For a continuous drive the driven amplitude obeys `a' = -i w a - i f`. -/
theorem hasDerivAt_drivenAlpha (w : ℝ) {f : ℝ → ℝ} (hf : Continuous f) (a₀ : ℂ) (t : ℝ) :
    HasDerivAt (drivenAlpha w f a₀) (-I * w * drivenAlpha w f a₀ t - I * f t) t := by
  have hc : Continuous (fun s : ℝ => Complex.exp (I * w * s) * (f s : ℂ)) := by fun_prop
  have hint := (hc.integral_hasStrictDerivAt 0 t).hasDerivAt
  have he := ((hasDerivAt_id' t).ofReal_comp.const_mul (-I * (w : ℂ))).cexp
  have hee : Complex.exp (-I * w * t) * Complex.exp (I * w * t) = 1 := by
    rw [← Complex.exp_add, show -I * (w : ℂ) * t + I * w * t = 0 by ring, Complex.exp_zero]
  refine (he.fun_mul ((hint.const_mul I).const_sub a₀)).congr_deriv ?_
  rw [drivenAlpha, Complex.ofReal_one]
  linear_combination (-I * (f t : ℂ)) * hee

/-- Under any continuous linear drive, the Schrödinger equation, imposed on each number component,
has a solution that starts in a given coherent state and is a normalised coherent state at all
times. -/
theorem stays_coherent (w : ℝ) {f : ℝ → ℝ} (hf : Continuous f) (a₀ : ℂ) (θ₀ : ℝ) :
    coherentAmp (drivenPhase w f a₀ θ₀ 0) (drivenAlpha w f a₀ 0) = coherentAmp θ₀ a₀ ∧
    ∀ t, (∀ n, HasDerivAt
        (fun s => coherentAmp (drivenPhase w f a₀ θ₀ s) (drivenAlpha w f a₀ s) n)
        (-I * drivenH w (f t)
          (coherentAmp (drivenPhase w f a₀ θ₀ t) (drivenAlpha w f a₀ t)) n) t) ∧
      HasSum (fun n =>
        ‖coherentAmp (drivenPhase w f a₀ θ₀ t) (drivenAlpha w f a₀ t) n‖ ^ 2) 1 := by
  refine ⟨by simp [drivenPhase, drivenAlpha], fun t => ⟨?_, coherent_normalized _ _⟩⟩
  have hα : Continuous (drivenAlpha w f a₀) :=
    continuous_iff_continuousAt.2 fun s => (hasDerivAt_drivenAlpha w hf a₀ s).continuousAt
  have hc : Continuous (fun s => -f s * (drivenAlpha w f a₀ s).re) :=
    hf.neg.mul (Complex.continuous_re.comp hα)
  have hθ : HasDerivAt (drivenPhase w f a₀ θ₀) (-f t * (drivenAlpha w f a₀ t).re) t :=
    (hc.integral_hasStrictDerivAt 0 t).hasDerivAt.const_add θ₀
  exact (schrodinger_iff w (f t) (hasDerivAt_drivenAlpha w hf a₀ t) hθ).2 ⟨rfl, rfl⟩

end

end ForcedOscillatorCoherent
```

```lean
#print axioms ForcedOscillatorCoherent.stays_coherent
-- 'ForcedOscillatorCoherent.stays_coherent' depends on axioms: [propext, Classical.choice, Quot.sound]
```

## The oscillator and its coherent amplitudes

Write c_n for the amplitude of the state with n quanta. The raising operator R and the lowering operator L act on the list by

(Rc)_0 = 0,  (Rc)_(n+1) = √(n+1) c_n,  (Lc)_n = √(n+1) c_(n+1).

These are `raiseOp` and `lowerOp`. The Hamiltonian `drivenH` is

(Hc)_n = n w c_n + f ((Rc)_n + (Lc)_n),

with real frequency w and real drive f. Units have ħ = 1, and the zero-point energy is dropped, which changes only a global phase. In the dimensionless position x = (L + R)/√2 the drive is the potential √2 f x, so f is a coupling strength and the mechanical force is −√2 f.

A coherent state has a complex amplitude a and a real phase θ. Its entries, `coherentAmp θ a n`, are

c_n = E aⁿ/√(n!),  E = exp(iθ − |a|²/2).

## Why the coherent form survives

Lowering multiplies the list by a, because √((n+1)!) = √(n+1) √(n!):

(Lc)_n = √(n+1) E aⁿ⁺¹/√((n+1)!) = a c_n.

For n ≥ 1, raising gives

(Rc)_n = √n E aⁿ⁻¹/√((n−1)!) = E n aⁿ⁻¹/√(n!).

Multiplying by a yields n c_n = a (Rc)_n, which also holds at n = 0, where both sides vanish.

Now let a and θ depend on time, with derivatives a' and θ'. Since |a|² = (Re a)² + (Im a)², the derivative of |a|²/2 is

r = Re a Re a' + Im a Im a'.

Hence E' = (iθ' − r) E, and the product rule gives

c_n' = (iθ' − r) c_n + a' (Rc)_n.

The other side of the Schrödinger equation, after replacing n c_n by a (Rc)_n, is

−i (Hc)_n = (−iwa − if) (Rc)_n − i f a c_n.

The equation c_n' = −i (Hc)_n therefore reads

(iθ' − r + ifa) c_n + (a' + iwa + if) (Rc)_n = 0.

At n = 0 the second term is absent and c_0 = E is nonzero, so iθ' − r = −ifa. At n = 1 the first term is now zero and (Rc)_1 = c_0 is nonzero, so

a' = −iwa − if.

The imaginary part of the n = 0 condition is

θ' = −f Re a.

Conversely, suppose that these two equations hold. Then

r = Re a (w Im a) + Im a (−w Re a − f) = −f Im a,

so iθ' − r = −if Re a + f Im a = −ifa. Both brackets vanish, and the Schrödinger equation holds for every n.

The occupation probabilities are

|c_n|² = exp(−|a|²) |a|²ⁿ/n!,

and the exponential series makes their sum 1.

For a continuous drive f(t), the amplitude equation is solved by

a(t) = exp(−iwt) (a₀ − i ∫₀ᵗ exp(iws) f(s) ds).

Differentiating the prefactor gives −iwa(t). Differentiating the integral gives −i exp(−iwt) exp(iwt) f(t) = −if(t). The phase is

θ(t) = θ₀ − ∫₀ᵗ f(s) Re a(s) ds.

## What the theorems say

`schrodinger_iff` concerns a single time `t`. There `f` is a number, the value of the drive at that instant, while `a` and `θ` are functions of time whose derivatives at `t` are `a'` and `θ'`. The theorem says that all entries satisfy the Schrödinger equation at `t` if and only if the two equations of motion hold at `t`. The equation is written in the solved form c_n' = −i (Hc)_n, with `HasDerivAt` stating the derivative. The forward direction applies to paths already assumed to have coherent form with differentiable amplitude and phase.

`coherent_normalized` says that the occupation probabilities form a convergent series with sum 1, for every θ and a.

`stays_coherent` takes `f` as a continuous function of time. It says that the explicit path `drivenAlpha`, `drivenPhase` starts at the prescribed coherent state, satisfies every component of the Schrödinger equation at every real time, and is normalised throughout. It gives a solution and makes no statement about uniqueness. Damping, anharmonic terms and coupling to other modes are absent from the Hamiltonian.

For this single undamped mode, the mean position √2 Re a and mean momentum √2 Im a follow the classical driven trajectory. The formula also gives a reference for a number-basis propagation code, provided that the population near the basis cutoff stays negligible.

## How the Lean proof follows the calculation

`sqrt_factorial_succ` splits the square root of a factorial, and two short lemmas show that the roots used as denominators are nonzero. With these, `lowerOp_coherent` proves the eigenvalue relation, `raiseOp_coherent` computes the raised list, and `number_coherent` proves n c_n = a (Rc)_n. The last two treat n = 0 separately, as the definition of R does.

`hasDerivAt_coherent` is the product rule. It differentiates the real and imaginary parts of a, combines them in `hN` to get r, and applies the chain rule to the exponential. A final `ring` collects the terms.

In the forward direction of `schrodinger_iff`, uniqueness of derivatives equates the two expressions for c_n' at n = 0 and n = 1. Cancelling c_0 gives `hc`, the phase condition in complex form. Subtracting its contribution from the n = 1 equation gives `hz`, the amplitude equation, and the imaginary part of `hc` gives θ'. In the backward direction `hc` is checked on real and imaginary parts, and `linear_combination` uses `number_coherent` to match the remaining terms for arbitrary n.

`coherent_normalized` multiplies the exponential series by exp(−|a|²) and identifies its terms with the squared norms. `hasDerivAt_drivenAlpha` combines the fundamental theorem of calculus with the product rule, and `hee` cancels the two opposite exponentials. `stays_coherent` first deduces that the amplitude is continuous, so that the phase integral can be differentiated too, and then applies the backward direction of `schrodinger_iff`.

## A sudden switch, and a Hilbert-space version

The following remarks are argued informally and have no theorem in the file.

Continuity of the drive matters at the instant of a sudden switch. Take w = 0, a₀ = 0, θ₀ = 0, with f(t) = 0 for t < 0 and f(t) = 1 for t ≥ 0. The formula gives a(t) = 0 before the switch and a(t) = −it after it, while θ stays 0. Thus c_1 is 0 for t < 0 and −it exp(−t²/2) for t ≥ 0. Its left derivative at t = 0 is 0 and its right derivative is −i, so the Schrödinger equation fails there in the sense of an ordinary derivative. The choice w = 0 leaves only the drive term, which is no longer an oscillator, and keeps the formulas short; for w > 0 the one-sided derivatives at t = 0 are the same.

The state could also be modelled as a vector in the Hilbert space of square-summable lists, lying in the domain of a self-adjoint H(t) at each time and differentiable in norm. This would require proofs about domains and norm convergence, but it would give uniqueness: the difference of two solutions has constant norm, so it stays zero if it starts at zero.

The componentwise equation alone doesn't have this property. For f = 1, choose c_0(t) = exp(−1/t²) with c_0(0) = 0, and define the other entries by

√(n+1) c_(n+1) = i c_n' − n w c_n − √n c_(n−1),

where the last term is absent for n = 0. Every entry vanishes at t = 0, because all derivatives of c_0 do, yet the list is nonzero at every other time. Adding it to a coherent solution gives a second componentwise solution with the same initial state. This second solution is not a physical evolution: by the uniqueness argument above, it cannot be a solution in the Hilbert-space sense.
